# Eigenvalue interlacing for two Hermitian matrices that differ by rank at most k

A: Let A and B be Hermitian n×n matrices with rank(B − A) ≤ k. Write their eigenvalues in nondecreasing order, repeated by multiplicity and numbered from zero, as a₀ ≤ … ≤ aₙ₋₁ and b₀ ≤ … ≤ bₙ₋₁. Then, whenever i + k < n,

bᵢ ≤ aᵢ₊ₖ and aᵢ ≤ bᵢ₊ₖ.

Q: What physical question does that answer?

A: Suppose you add to a one-electron Hamiltonian a term that acts through only k orbitals, such as a change of the on-site energies at k sites of a lattice with one orbital per site. How far can the spectrum be rearranged? The term may be arbitrarily strong, so no bound on the energy shifts is available from k alone. The ordering is still constrained: the new level i cannot lie above the old level i + k, nor the old level i above the new level i + k.

Q: Show me the argument before any code.

A: Let vⱼ be orthonormal eigenvectors of B, and wⱼ of A, in the order of the levels. Look for a vector x with three properties:

(B − A)x = 0, which is at most k independent conditions;
vⱼ†x = 0 for j < i, which is i conditions;
wⱼ†x = 0 for j > i + k, which is n − i − k − 1 conditions.

The total is at most n − 1, and x has n components, so a nonzero x exists. Expanding it in the eigenvectors of B gives

x†Bx = Σⱼ bⱼ|vⱼ†x|² and x†x = Σⱼ |vⱼ†x|².

Only terms with j ≥ i survive, so x†Bx ≥ bᵢ x†x. Expanding in the eigenvectors of A leaves only j ≤ i + k, so x†Ax ≤ aᵢ₊ₖ x†x. Since Bx = Ax,

bᵢ x†x ≤ x†Bx = x†Ax ≤ aᵢ₊ₖ x†x.

Divide by x†x > 0. Exchanging A and B gives the other inequality, because A − B has the same rank as B − A.

Q: Now the formal side. What are the matrices there?

A: Complex matrices with rows and columns indexed by `Fin n`, the numbers 0 to n − 1. They stand for Hamiltonians written in one common finite orthonormal basis.

```lean
import Mathlib

open Matrix

namespace LowRankInterlacing

noncomputable section

variable {n k : ℕ} {A B : Matrix (Fin n) (Fin n) ℂ}
```

Q: And the levels? A list of distinct eigenvalues would lose the degeneracies.

A: This list keeps them. Mathlib supplies n real eigenvalues for a Hermitian matrix, and `level` sorts them upwards. The argument `hA` is the proof that the matrix is Hermitian. Textbooks often number from one; the condition i + k < n then reads i + k ≤ n.

```lean
/-- The eigenvalues of a Hermitian matrix in nondecreasing order, repeated according to
multiplicity and numbered from zero. -/
def level (hA : A.IsHermitian) (i : Fin n) : ℝ :=
  hA.eigenvalues (Tuple.sort hA.eigenvalues i)
```

Q: An energy should be an expectation value in a normalised state.

A: Here the name `energy` is used more loosely, for Re x†Ax with x of any length. The expectation value is `energy A x / energy 1 x`, since `energy 1 x` is x†x. For Hermitian A, taking the real part discards nothing.

```lean
/-- The quadratic form `Re x†Ax`, for a vector `x` that need not be normalised. -/
def energy (A : Matrix (Fin n) (Fin n) ℂ) (x : Fin n → ℂ) : ℝ :=
  (star x ⬝ᵥ A *ᵥ x).re
```

We also need the number of levels strictly below a threshold μ, and the fact that sorting did put the levels in order.

```lean
/-- The number of levels, counted with multiplicity, strictly below the threshold `μ`. -/
def levelsBelow (hA : A.IsHermitian) (μ : ℝ) : ℕ :=
  (Finset.univ.filter fun i => level hA i < μ).card

/-- The levels are numbered in nondecreasing order. -/
theorem level_mono (hA : A.IsHermitian) : Monotone (level hA) :=
  Tuple.monotone_sort hA.eigenvalues
```

Q: Sorting numbers does not sort eigenvectors. Does each level still have its own state?

A: Yes. The next lemma applies the same permutation to Mathlib's orthonormal eigenbasis. It returns normalised vectors vⱼ with Avⱼ = aⱼvⱼ and Σⱼ (vⱼ†x)vⱼ = x for every x. In Lean, `star (v j) ⬝ᵥ x` is vⱼ†x.

```lean
/-- The ordered levels of a Hermitian matrix belong to normalised eigenvectors that resolve
the identity. -/
theorem exists_eigenvectors (hA : A.IsHermitian) :
    ∃ v : Fin n → Fin n → ℂ, (∀ j, A *ᵥ v j = (level hA j : ℂ) • v j) ∧
      (∀ j, star (v j) ⬝ᵥ v j = 1) ∧ ∀ x, ∑ j, (star (v j) ⬝ᵥ x) • v j = x := by
  have key : ∀ x y : EuclideanSpace ℂ (Fin n),
      star x.ofLp ⬝ᵥ y.ofLp = inner ℂ x y := by
    intro x y
    rw [EuclideanSpace.inner_eq_star_dotProduct, dotProduct_comm]
  refine ⟨fun j => (hA.eigenvectorBasis (Tuple.sort hA.eigenvalues j)).ofLp,
    fun j => ?_, fun j => ?_, fun x => ?_⟩
  · exact (hA.mulVec_eigenvectorBasis _).trans (by ext m; simp [level])
  · refine (key _ _).trans ?_
    rw [inner_self_eq_norm_sq_to_K, hA.eigenvectorBasis.orthonormal.1]
    simp
  · -- sorting only permutes the terms of the expansion
    calc _ = ∑ j, (star (hA.eigenvectorBasis j).ofLp ⬝ᵥ x) • (hA.eigenvectorBasis j).ofLp :=
          Equiv.sum_comp (Tuple.sort hA.eigenvalues) (fun j =>
            (star (hA.eigenvectorBasis j).ofLp ⬝ᵥ x) • (hA.eigenvectorBasis j).ofLp)
      _ = (∑ j, inner ℂ (hA.eigenvectorBasis j) (WithLp.toLp 2 x) •
            hA.eigenvectorBasis j).ofLp := by
          rw [WithLp.ofLp_sum]
          refine Finset.sum_congr rfl fun j _ => ?_
          rw [WithLp.ofLp_smul, ← key]
      _ = x := by rw [hA.eigenvectorBasis.sum_repr']
```

The energy expansion follows. Applying A to the resolution of x gives Ax = Σⱼ (vⱼ†x)aⱼvⱼ. Multiplying by x† from the left turns each term into aⱼ|vⱼ†x|², because x†vⱼ is the complex conjugate of vⱼ†x.

```lean
/-- If eigenvectors of `A` with real eigenvalues resolve the identity, the energy of `x` is the
sum of the eigenvalues weighted by the squared overlaps with `x`. -/
theorem energy_eq_sum {a : Fin n → ℝ} {v : Fin n → Fin n → ℂ}
    (hv : ∀ j, A *ᵥ v j = (a j : ℂ) • v j)
    (hc : ∀ x, ∑ j, (star (v j) ⬝ᵥ x) • v j = x) (x : Fin n → ℂ) :
    energy A x = ∑ j, a j * Complex.normSq (star (v j) ⬝ᵥ x) := by
  have h1 : A *ᵥ x = ∑ j, (star (v j) ⬝ᵥ x) • ((a j : ℂ) • v j) := by
    conv_lhs => rw [← hc x]
    rw [← Matrix.mulVecLin_apply, map_sum]
    simp only [map_smul, Matrix.mulVecLin_apply, hv]
  have h2 : ∀ j, star x ⬝ᵥ v j = star (star (v j) ⬝ᵥ x) := fun j => by
    rw [Matrix.star_dotProduct]
  rw [energy, h1, dotProduct_sum, Complex.re_sum]
  refine Finset.sum_congr rfl fun j _ => ?_
  rw [dotProduct_smul, dotProduct_smul, h2]
  generalize star (v j) ⬝ᵥ x = c
  simp [Complex.normSq_apply]
  ring
```

Q: Where is the counting of conditions?

A: In `exists_test_vector`, with D in the role of B − A. The matrices `P` and `Q` hold the two sets of orthogonality conditions, and `L` sends x to Px, Qx and Dx together. The last of these lies in the range of D, whose dimension is the rank. The target of `L` therefore has dimension at most i + (n − i − k − 1) + k = n − 1, so `L` is not injective and a nonzero x is sent to zero.

```lean
/-- If `D` has rank at most `k` and `i + k < n`, some nonzero vector is annihilated by `D` and
orthogonal to every `v j` with `j < i` and every `w j` with `j > i + k`. -/
theorem exists_test_vector (v w : Fin n → Fin n → ℂ) {D : Matrix (Fin n) (Fin n) ℂ}
    (hD : D.rank ≤ k) (i : ℕ) (hi : i + k < n) :
    ∃ x : Fin n → ℂ, x ≠ 0 ∧ D *ᵥ x = 0 ∧
      (∀ j : Fin n, j.val < i → star (v j) ⬝ᵥ x = 0) ∧
      ∀ j : Fin n, i + k < j.val → star (w j) ⬝ᵥ x = 0 := by
  let P : Matrix (Fin i) (Fin n) ℂ :=
    fun j => star (v ⟨j.val, by have := j.isLt; omega⟩)
  let Q : Matrix (Fin (n - (i + k + 1))) (Fin n) ℂ :=
    fun j => star (w ⟨i + k + 1 + j.val, by have := j.isLt; omega⟩)
  let L := (P.mulVecLin.prod Q.mulVecLin).prod D.mulVecLin.rangeRestrict
  -- fewer than n independent conditions on n components
  have hL : ¬ Function.Injective L := fun h => by
    have h1 := LinearMap.finrank_le_finrank_of_injective h
    have h2 : Module.finrank ℂ (LinearMap.range D.mulVecLin) ≤ k := hD
    simp only [Module.finrank_prod, Module.finrank_fin_fun] at h1
    omega
  rw [← LinearMap.ker_eq_bot] at hL
  obtain ⟨x, hx, hx0⟩ := Submodule.exists_mem_ne_zero_of_ne_bot hL
  have hx' : L x = 0 := LinearMap.mem_ker.1 hx
  have hP : P *ᵥ x = 0 := congrArg (fun z => z.1.1) hx'
  have hQ : Q *ᵥ x = 0 := congrArg (fun z => z.1.2) hx'
  have hDx : D *ᵥ x = 0 := congrArg (fun z => (z.2 : Fin n → ℂ)) hx'
  refine ⟨x, hx0, hDx, fun j hj => congrFun hP ⟨j.val, hj⟩, fun j hj => ?_⟩
  have hjn := j.isLt
  have e : (⟨i + k + 1 + (j.val - (i + k + 1)), by omega⟩ : Fin n) = j :=
    Fin.ext (show i + k + 1 + (j.val - (i + k + 1)) = j.val by omega)
  have h : star (w ⟨i + k + 1 + (j.val - (i + k + 1)), by omega⟩) ⬝ᵥ x = 0 :=
    congrFun hQ ⟨j.val - (i + k + 1), by omega⟩
  rwa [e] at h
```

Q: Then read me the main theorem, hypothesis by hypothesis.

A: `hA` and `hB` say that both matrices are Hermitian, `h` bounds the rank of B − A by k, and `hi` says that place i + k exists. The conclusion is the pair of inequalities I began with. Nothing is assumed about the size or sign of B − A.

In the proof, `hE` is x†Bx = x†Ax, `hN` is x†x > 0, and `lower` and `upper` are the two bounds, each checked term by term: a term either vanishes by orthogonality or is controlled by the ordering. The inner statement `key` is proved for any such pair, so it can be used a second time with A and B exchanged.

```lean
/-- **Interlacing under a rank-`k` perturbation.** If `A` and `B` are Hermitian and `B - A` has
rank at most `k`, each level of either matrix is at most the level of the other that stands
`k` places higher, whenever that place exists. -/
theorem interlacing (hA : A.IsHermitian) (hB : B.IsHermitian) (h : (B - A).rank ≤ k)
    (i : ℕ) (hi : i + k < n) :
    level hB ⟨i, by omega⟩ ≤ level hA ⟨i + k, hi⟩ ∧
      level hA ⟨i, by omega⟩ ≤ level hB ⟨i + k, hi⟩ := by
  have key : ∀ {A B : Matrix (Fin n) (Fin n) ℂ} (hA : A.IsHermitian) (hB : B.IsHermitian),
      (B - A).rank ≤ k → level hB ⟨i, by omega⟩ ≤ level hA ⟨i + k, hi⟩ := by
    intro A B hA hB h
    obtain ⟨v, hv, -, hvc⟩ := exists_eigenvectors hB
    obtain ⟨w, hw, -, hwc⟩ := exists_eigenvectors hA
    obtain ⟨x, hx0, hD, hxv, hxw⟩ := exists_test_vector v w h i hi
    -- both matrices give the test vector the same energy
    have hE : energy B x = energy A x := by
      rw [Matrix.sub_mulVec, sub_eq_zero] at hD
      rw [energy, energy, hD]
    have hN : 0 < energy 1 x := by
      have e : energy 1 x = ∑ j, Complex.normSq (x j) := by
        simp [energy, dotProduct, Complex.normSq_apply]
      obtain ⟨j, hj⟩ := Function.ne_iff.1 hx0
      rw [e]
      exact Finset.sum_pos' (fun m _ => Complex.normSq_nonneg _)
        ⟨j, Finset.mem_univ j, Complex.normSq_pos.2 hj⟩
    have lower : level hB ⟨i, by omega⟩ * energy 1 x ≤ energy B x := by
      rw [energy_eq_sum hv hvc, energy_eq_sum (a := fun _ => 1) (by simp) hvc, Finset.mul_sum]
      refine Finset.sum_le_sum fun j _ => ?_
      rw [one_mul]
      by_cases hj : j.val < i
      · simp [hxv j hj]
      · exact mul_le_mul_of_nonneg_right
          (level_mono hB (Fin.le_def.2 (not_lt.1 hj))) (Complex.normSq_nonneg _)
    have upper : energy A x ≤ level hA ⟨i + k, hi⟩ * energy 1 x := by
      rw [energy_eq_sum hw hwc, energy_eq_sum (a := fun _ => 1) (by simp) hwc, Finset.mul_sum]
      refine Finset.sum_le_sum fun j _ => ?_
      rw [one_mul]
      by_cases hj : i + k < j.val
      · simp [hxw j hj]
      · exact mul_le_mul_of_nonneg_right
          (level_mono hA (Fin.le_def.2 (not_lt.1 hj))) (Complex.normSq_nonneg _)
    exact le_of_mul_le_mul_right (lower.trans (hE.le.trans upper)) hN
  refine ⟨key hA hB h, key hB hA ?_⟩
  have e : A - B = (B - A) * (-1) := by rw [mul_neg, mul_one, neg_sub]
  rw [e]
  exact (Matrix.rank_mul_le_left _ _).trans h
```

Q: What does this say about something I would count in a calculation?

A: The number of levels below μ changes by at most k. First, level i lies below μ exactly when more than i levels do, because the levels are ordered.

```lean
/-- Level `i`, numbered from zero, lies below `μ` exactly when more than `i` levels do. -/
theorem level_lt_iff (hA : A.IsHermitian) (μ : ℝ) (i : Fin n) :
    level hA i < μ ↔ i.val < levelsBelow hA μ := by
  constructor
  · intro h
    have hs : Finset.Iic i ⊆ Finset.univ.filter fun j => level hA j < μ := fun j hj =>
      Finset.mem_filter.2
        ⟨Finset.mem_univ j, (level_mono hA (Finset.mem_Iic.1 hj)).trans_lt h⟩
    have hcard := Finset.card_le_card hs
    rw [Fin.card_Iic] at hcard
    exact Nat.lt_of_succ_le hcard
  · intro h
    by_contra hn
    have hs : (Finset.univ.filter fun j => level hA j < μ) ⊆ Finset.Iio i := fun j hj =>
      Finset.mem_Iio.2 (not_le.1 fun hij =>
        hn ((level_mono hA hij).trans_lt (Finset.mem_filter.1 hj).2))
    have hcard := Finset.card_le_card hs
    rw [Fin.card_Iio] at hcard
    exact absurd h (not_lt.2 hcard)
```

Now write N_A and N_B for the two counts, and suppose N_A > N_B + k. Put i = N_B. Then aᵢ₊ₖ < μ, so bᵢ ≤ aᵢ₊ₖ < μ, and B has more than N_B levels below μ, a contradiction. The other direction is the same.

```lean
/-- A Hermitian perturbation of rank at most `k` changes the number of levels below any
threshold by at most `k`. -/
theorem levelsBelow_change (hA : A.IsHermitian) (hB : B.IsHermitian)
    (h : (B - A).rank ≤ k) (μ : ℝ) :
    levelsBelow hA μ ≤ levelsBelow hB μ + k ∧ levelsBelow hB μ ≤ levelsBelow hA μ + k := by
  have bound : ∀ {C : Matrix (Fin n) (Fin n) ℂ} (hC : C.IsHermitian),
      levelsBelow hC μ ≤ n := fun hC => by
    simpa [levelsBelow] using
      Finset.card_le_univ (Finset.univ.filter fun i => level hC i < μ)
  constructor
  · by_contra hlt
    have hi : levelsBelow hB μ + k < n := (not_le.1 hlt).trans_le (bound hA)
    have ha := (level_lt_iff hA μ ⟨_, hi⟩).2 (not_le.1 hlt)
    exact lt_irrefl _ ((level_lt_iff hB μ _).1 ((interlacing hA hB h _ hi).1.trans_lt ha))
  · by_contra hlt
    have hi : levelsBelow hA μ + k < n := (not_le.1 hlt).trans_le (bound hB)
    have hb := (level_lt_iff hB μ ⟨_, hi⟩).2 (not_le.1 hlt)
    exact lt_irrefl _ ((level_lt_iff hA μ _).1 ((interlacing hA hB h _ hi).2.trans_lt hb))
```

For a non-self-consistent one-electron Hamiltonian in a fixed finite orthonormal basis, changing the strengths of k separable pseudopotential projectors therefore moves at most k levels, net, across a given energy.

Q: And degenerate levels?

A: If aᵢ = aᵢ₊₂ₖ, then bᵢ₊ₖ ≤ aᵢ₊₂ₖ = aᵢ ≤ bᵢ₊ₖ, so bᵢ₊ₖ keeps the old value. With k = 1, the middle place of a threefold level keeps its energy, however strong the perturbation. The theorem fixes which place in the order stays put; it does not count all the states that stay. For that, note that B − A annihilates a subspace of dimension at least d − k in a d-fold eigenspace of A when d > k, so at least d − k states remain at the old energy: two out of three here.

```lean
/-- If levels `i` and `i + 2k` of `A` coincide, a Hermitian perturbation of rank at most `k`
leaves level `i + k` at that same value. -/
theorem degenerate_level_pinned (hA : A.IsHermitian) (hB : B.IsHermitian)
    (h : (B - A).rank ≤ k) (i : ℕ) (hi : i + k + k < n)
    (hdeg : level hA ⟨i, by omega⟩ = level hA ⟨i + k + k, hi⟩) :
    level hB ⟨i + k, by omega⟩ = level hA ⟨i, by omega⟩ :=
  le_antisymm ((interlacing hA hB h (i + k) hi).1.trans hdeg.ge)
    (interlacing hA hB h i (by omega)).2
```

Q: Could the shift be k − 1 instead of k?

A: Not in general, for any k ≥ 1. Take the zero matrix and the identity, both of size k = m + 1. Their difference has rank k, yet the lowest level of the identity is 1, while the level of the zero matrix k − 1 places higher is 0. Lean obtains both values by projecting the eigenvalue equation onto a normalised eigenvector.

```lean
/-- The zero matrix and the identity of size `m + 1` differ by rank `m + 1`, and the lowest level
of the identity exceeds the level of the zero matrix `m` places higher. -/
theorem shift_sharp (m : ℕ) :
    ((1 : Matrix (Fin (m + 1)) (Fin (m + 1)) ℂ) - 0).rank = m + 1 ∧
      level (Matrix.isHermitian_zero : (0 : Matrix (Fin (m + 1)) (Fin (m + 1)) ℂ).IsHermitian)
        (Fin.last m) <
      level (Matrix.isHermitian_one : (1 : Matrix (Fin (m + 1)) (Fin (m + 1)) ℂ).IsHermitian)
        0 := by
  -- a level is the expectation value in its normalised eigenvector
  have h0 : level (Matrix.isHermitian_zero :
      (0 : Matrix (Fin (m + 1)) (Fin (m + 1)) ℂ).IsHermitian) (Fin.last m) = 0 := by
    obtain ⟨v, hv, hn, -⟩ := exists_eigenvectors (Matrix.isHermitian_zero :
      (0 : Matrix (Fin (m + 1)) (Fin (m + 1)) ℂ).IsHermitian)
    have h := congrArg (fun y => star (v (Fin.last m)) ⬝ᵥ y) (hv (Fin.last m))
    simp only [Matrix.zero_mulVec, dotProduct_zero, dotProduct_smul, hn, smul_eq_mul,
      mul_one] at h
    exact_mod_cast h.symm
  have h1 : level (Matrix.isHermitian_one :
      (1 : Matrix (Fin (m + 1)) (Fin (m + 1)) ℂ).IsHermitian) 0 = 1 := by
    obtain ⟨v, hv, hn, -⟩ := exists_eigenvectors (Matrix.isHermitian_one :
      (1 : Matrix (Fin (m + 1)) (Fin (m + 1)) ℂ).IsHermitian)
    have h := congrArg (fun y => star (v 0) ⬝ᵥ y) (hv 0)
    simp only [Matrix.one_mulVec, dotProduct_smul, hn, smul_eq_mul, mul_one] at h
    exact_mod_cast h.symm
  refine ⟨?_, ?_⟩
  · rw [sub_zero, Matrix.rank_one, Fintype.card_fin]
  · rw [h0, h1]
    exact one_pos

end

end LowRankInterlacing
```

Q: Does Hermiticity matter, or would real eigenvalues do?

A: Real, distinct eigenvalues of B are not enough. Take A = diag(0, 1) and let B have rows (6, −2) and (6, −1). Both rows of B − A are (6, −2), so its rank is 1. But B has trace 5 and determinant 6, hence eigenvalues 2 and 3, and b₀ = 2 exceeds a₁ = 1.

Q: If my perturbation is purely repulsive, can I say more?

A: Yes. If B − A is also positive semidefinite, then aᵢ ≤ bᵢ ≤ aᵢ₊ₖ whenever i + k < n. For the new left-hand inequality, choose a nonzero x orthogonal to the A-eigenvectors below i and the B-eigenvectors above i, which is n − 1 conditions. Then aᵢ x†x ≤ x†Ax ≤ x†Bx ≤ bᵢ x†x. This refinement and the 2×2 example are ordinary algebra that I have not formalised.

Q: What is left between the theorem and a real material?

A: At least two things. One is the one-electron model: electrons interact, and in a self-consistent calculation an impurity also alters the mean field elsewhere, so the full change in the one-electron Hamiltonian need not have rank at most k. The other is the passage from the Hamiltonian operator to its matrix in a finite basis. The theorem compares the levels of two matrices; how close those are to the levels of the operators is a separate question of basis convergence.

```lean
#print axioms LowRankInterlacing.interlacing
-- 'LowRankInterlacing.interlacing' depends on axioms: [propext, Classical.choice, Quot.sound]
#print axioms LowRankInterlacing.levelsBelow_change
-- 'LowRankInterlacing.levelsBelow_change' depends on axioms: [propext, Classical.choice, Quot.sound]
#print axioms LowRankInterlacing.degenerate_level_pinned
-- 'LowRankInterlacing.degenerate_level_pinned' depends on axioms: [propext, Classical.choice, Quot.sound]
#print axioms LowRankInterlacing.shift_sharp
-- 'LowRankInterlacing.shift_sharp' depends on axioms: [propext, Classical.choice, Quot.sound]
```
